# On a sphere with N monopole flux quanta, the Dirac zero mode z^k is normalizable exactly when k < N

## One flux quantum

Take a sphere with one flux quantum through it. In the stereographic plane, with r the distance from the origin, the squared norm of the zero mode labelled z^k is a constant times the integral over r from 0 to ∞ of

r^(2k+1) / (1 + r²)²

For k = 0 the integral is 1/2, so the mode can be normalized. For k = 1 the integrand approaches 1/r at large r and the integral diverges logarithmically. Higher k is worse. One flux quantum therefore leaves one normalizable monomial.

With N flux quanta the denominator becomes (1 + r²)^(N+1). The borderline 1/r tail then occurs at k = N, and the exponents 0, 1, …, N−1 survive.

## The monopole field in the plane

Let z = x + iy be the stereographic coordinate on the unit sphere with one pole removed; that pole sits at infinity. With charge and ħ absorbed into the potential, take

A = N(−y, x) / (1 + |z|²)

Its magnetic field in the plane is 2N/(1 + |z|²)², with total flux 2πN, which is N flux quanta. That N is an integer is Dirac's quantization condition: the singularity of A at the missing pole must be removable by a gauge transformation.

The sphere's metric is Ω²(dx² + dy²), with Ω = 2/(1 + |z|²). A spinor component ψ on the sphere can be written as ψ = Ω^(−1/2) χ, and the zero-energy equation for one chirality becomes a flat one,

(D_x + i D_y) χ = 0, with D = ∂ − iA

The area element is Ω² dx dy, so the norm density per unit area of the plane is Ω|χ|². The modes studied here are

χ = z^k (1 + |z|²)^(−N/2)

## The statement and its scope

Both `N` and `k` are natural numbers, zero included. The Lean objects correspond to the physics as follows.

- `potential N z w` is the component of A at z along the direction w, a complex number read as a plane vector.
- `covDeriv` is the covariant derivative along w, and `chiralDirac` combines the directions 1 and i into D_x + i D_y.
- `weight` is the envelope (1 + |z|²)^(−N/2), and `zeroMode` multiplies it by z^k.
- `sphereDensity` is Ω|χ|².

There are four main results. `chiralDirac_zeroMode` says that every `zeroMode N k` solves the equation at every point of the plane, whatever k is. `radial_integrable_iff` says that r^(2k+1)/(1 + r²)^(N+1) is integrable on (0, ∞) if and only if k < N. `zeroMode_normalizable_iff` says the same of the density over the whole plane, with respect to dx dy. Since the density is nonnegative, `Integrable` here means that the squared norm is finite. `card_normalizable_zeroModes` counts the admissible exponents and finds N.

The passage from the sphere's Dirac operator to the flat one, and the factor Ω in the norm, enter through the definitions and are not derived from the geometry. Only one chirality and only monomials are treated.

For a single non-interacting, massless Dirac particle on this ideal sphere, the N modes all have zero energy and, for N ≥ 1, are the analogue of the zeroth Landau level in the plane. Levels of negative energy lie below them.

The count could also have been posed as the dimension of the space of all normalizable solutions of the flat equation. One route is to show that every solution is an entire function times the envelope, and that a finite norm forces this function to be a polynomial of degree below N. The answer would still be N, but it would be a statement about the full solution space for this chirality and not about a chosen family.

## Every monomial solves the equation

Write q = 1 + |z|² and W = q^(−N/2). Along a direction w = w_x + i w_y, the derivative of q is 2(x w_x + y w_y), so the derivative of W is

−N (x w_x + y w_y)/q · W

The derivative of z^k along w is k z^(k−1) w, read as 0 when k = 0. By the product rule,

∂_x χ = [k z^(k−1) − N x z^k/q] W

∂_y χ = [i k z^(k−1) − N y z^k/q] W

Now subtract iAχ, with A_x = −Ny/q and A_y = Nx/q:

D_x χ = [k z^(k−1) − N(x − iy) z^k/q] W

D_y χ = i [k z^(k−1) − N(x − iy) z^k/q] W

Hence D_y χ = i D_x χ, and

(D_x + i D_y) χ = (1 + i²) D_x χ = 0

The differential equation places no upper limit on k. The limit comes from the norm.

## The norm as a radial integral

Since W² = (1 + |z|²)^(−N), the density is

Ω|χ|² = 2|z|^(2k) / (1 + |z|²)^(N+1)

It depends only on r = |z|. In polar coordinates dx dy = r dr dθ, and the angular integral gives 2π, so the squared norm is

4π ∫₀^∞ r^(2k+1)/(1 + r²)^(N+1) dr

**Case k < N.** For r > 0 we have r² ≤ 1 + r² and r ≤ 1 + r², so

r^(2k+1) = (r²)^k · r ≤ (1 + r²)^(k+1) ≤ (1 + r²)^N

Dividing by (1 + r²)^(N+1) bounds the integrand by 1/(1 + r²), which is integrable.

**Case k ≥ N.** For r > 1 we have 1 + r² ≤ 2r², so

(1 + r²)^(N+1) ≤ 2^(N+1) r^(2N+2) ≤ 2^(N+1) r^(2k+2)

and therefore

r^(2k+1)/(1 + r²)^(N+1) ≥ 2^(−(N+1)) / r

The integral of 1/r from 1 to ∞ diverges, and so does the norm. For N = 0 this case covers every k, and no monomial survives.

## Normalization constants and cutoffs in a program

A program that expands states in these modes loops over k = 0, …, N−1 and divides each mode by the square root of its squared norm. The substitution u = r² turns the integral into a Beta function, which gives the squared norm

2π k! (N−k−1)! / N!

This closed form goes further than the integrability theorem. For large N the factorials are best handled through their logarithms.

If the norm is computed by quadrature up to a radius R, every k returns a finite number, including the inadmissible ones. The dependence on R shows the difference: the result converges for k < N, grows like log R for k = N, and grows like R^(2(k−N)) for k > N.

## The complete Lean file

```lean
import Mathlib

open MeasureTheory Set

namespace MonopoleSphereZeroModes

noncomputable section

/-- The component along `w` of the monopole gauge potential `N (-y, x) / (1 + |z|²)` in the
stereographic plane. -/
def potential (N : ℕ) (z w : ℂ) : ℝ :=
  N * (z.re * w.im - z.im * w.re) / (1 + Complex.normSq z)

/-- The gauge-covariant derivative `∂ - iA` of `χ` at `z` in the direction `w`. -/
def covDeriv (N : ℕ) (w : ℂ) (χ : ℂ → ℂ) (z : ℂ) : ℂ :=
  deriv (fun s : ℝ => χ (z + (s : ℂ) * w)) 0 - Complex.I * (potential N z w : ℂ) * χ z

/-- The chiral Dirac operator `D_x + i D_y` in the stereographic plane, acting on conformally
rescaled spinors. -/
def chiralDirac (N : ℕ) (χ : ℂ → ℂ) (z : ℂ) : ℂ :=
  covDeriv N 1 χ z + Complex.I * covDeriv N Complex.I χ z

/-- The flux-dependent envelope `(1 + |z|²)^(-N/2)`. -/
def weight (N : ℕ) (z : ℂ) : ℝ := (1 + Complex.normSq z) ^ (-(N : ℝ) / 2)

/-- The conformally rescaled monomial mode `z^k (1 + |z|²)^(-N/2)`. -/
def zeroMode (N k : ℕ) (z : ℂ) : ℂ := z ^ k * (weight N z : ℂ)

/-- The norm density of the monomial mode on the unit sphere, per unit area of the
stereographic plane: the conformal factor `2 / (1 + |z|²)` times `|χ|²`. -/
def sphereDensity (N k : ℕ) (z : ℂ) : ℝ :=
  2 / (1 + Complex.normSq z) * ‖zeroMode N k z‖ ^ 2

/-- The derivative of the envelope along any direction `w` of the plane. -/
theorem hasDerivAt_weight (N : ℕ) (z w : ℂ) :
    HasDerivAt (fun s : ℝ => weight N (z + (s : ℂ) * w))
      (-(N * (z.re * w.re + z.im * w.im) / (1 + Complex.normSq z)) * weight N z) 0 := by
  have hpos : 0 < 1 + Complex.normSq z :=
    add_pos_of_pos_of_nonneg one_pos (Complex.normSq_nonneg _)
  have z0 : z + ((0 : ℝ) : ℂ) * w = z := by simp
  -- along a line, `1 + |z|²` is a quadratic polynomial
  have e : ∀ s : ℝ, 1 + Complex.normSq (z + (s : ℂ) * w) = 1 + Complex.normSq z
      + (2 * (z.re * w.re + z.im * w.im)) * s + Complex.normSq w * s ^ 2 := by
    intro s
    simp [Complex.normSq_apply]
    ring
  have h1 : HasDerivAt (fun s : ℝ => 1 + Complex.normSq (z + (s : ℂ) * w))
      (2 * (z.re * w.re + z.im * w.im)) 0 := by
    simp only [e]
    have a := ((hasDerivAt_id' (0 : ℝ)).const_mul
      (2 * (z.re * w.re + z.im * w.im))).const_add (1 + Complex.normSq z)
    have b := ((hasDerivAt_id' (0 : ℝ)).fun_pow 2).const_mul (Complex.normSq w)
    exact (a.fun_add b).congr_deriv (by simp)
  have h2 := h1.rpow_const (p := -(N : ℝ) / 2)
    (Or.inl (add_pos_of_pos_of_nonneg one_pos (Complex.normSq_nonneg _)).ne')
  refine h2.congr_deriv ?_
  simp only [z0]
  rw [Real.rpow_sub_one hpos.ne', weight]
  generalize (1 + Complex.normSq z) ^ (-(N : ℝ) / 2) = W
  ring

/-- The derivative of the monomial mode along any direction `w` of the plane. -/
theorem hasDerivAt_zeroMode (N k : ℕ) (z w : ℂ) :
    HasDerivAt (fun s : ℝ => zeroMode N k (z + (s : ℂ) * w))
      ((k * z ^ (k - 1) * w - z ^ k * (N * (z.re * w.re + z.im * w.im)
        / (1 + (Complex.normSq z : ℂ)))) * (weight N z : ℂ)) 0 := by
  have z0 : z + ((0 : ℝ) : ℂ) * w = z := by simp
  have l : HasDerivAt (fun s : ℝ => z + (s : ℂ) * w) w 0 :=
    (((hasDerivAt_id' (0 : ℝ)).ofReal_comp.mul_const w).const_add z).congr_deriv (by simp)
  refine ((l.fun_pow k).fun_mul (hasDerivAt_weight N z w).ofReal_comp).congr_deriv ?_
  simp only [z0]
  push_cast
  ring

/-- Every monomial mode solves the zero-energy Dirac equation in the monopole field. -/
theorem chiralDirac_zeroMode (N k : ℕ) (z : ℂ) : chiralDirac N (zeroMode N k) z = 0 := by
  unfold chiralDirac covDeriv
  rw [(hasDerivAt_zeroMode N k z 1).deriv, (hasDerivAt_zeroMode N k z Complex.I).deriv]
  simp only [potential, zeroMode, Complex.one_re, Complex.one_im, Complex.I_re, Complex.I_im]
  push_cast
  -- the two directions cancel because `i² = -1`
  linear_combination ((k * z ^ (k - 1) - z ^ k * (N * z.re / (1 + (Complex.normSq z : ℂ))))
    * (weight N z : ℂ)) * Complex.I_sq

/-- The norm density of the monomial mode is `2 |z|^(2k) / (1 + |z|²)^(N+1)`. -/
theorem sphereDensity_eq (N k : ℕ) (z : ℂ) :
    sphereDensity N k z = 2 * ‖z‖ ^ (2 * k) / (1 + ‖z‖ ^ 2) ^ (N + 1) := by
  have hpos : 0 < 1 + Complex.normSq z :=
    add_pos_of_pos_of_nonneg one_pos (Complex.normSq_nonneg _)
  have hw : weight N z ^ 2 = ((1 + Complex.normSq z) ^ N)⁻¹ := by
    have h : -(N : ℝ) / 2 * ((2 : ℕ) : ℝ) = -(N : ℝ) := by push_cast; ring
    unfold weight
    rw [← Real.rpow_natCast, ← Real.rpow_mul hpos.le, h, Real.rpow_neg hpos.le,
      Real.rpow_natCast]
  unfold sphereDensity zeroMode
  rw [norm_mul, norm_pow, Complex.norm_real, mul_pow, Real.norm_eq_abs, sq_abs, hw,
    Complex.normSq_eq_norm_sq]
  generalize 1 + ‖z‖ ^ 2 = q
  ring

/-- The radial norm integrand `r^(2k+1) / (1 + r²)^(N+1)` is integrable on `(0, ∞)` exactly
when `k < N`. -/
theorem radial_integrable_iff (N k : ℕ) :
    IntegrableOn (fun r : ℝ => r ^ (2 * k + 1) / (1 + r ^ 2) ^ (N + 1)) (Ioi 0) ↔ k < N := by
  constructor
  · intro h
    by_contra hk
    have hk' : N ≤ k := not_lt.mp hk
    have h1 := (h.mono_set (Ioi_subset_Ioi (zero_le_one' ℝ))).const_mul ((2 : ℝ) ^ (N + 1))
    -- beyond `r = 1` the integrand dominates a multiple of `1/r`
    have h2 : IntegrableOn (fun r : ℝ => r⁻¹) (Ioi 1) := by
      refine Integrable.mono' h1 measurable_inv.aestronglyMeasurable
        (ae_restrict_of_forall_mem measurableSet_Ioi fun r hr => ?_)
      have hr1 : (1 : ℝ) < r := hr
      have hr0 : 0 < r := by linarith
      have hb : (1 + r ^ 2) ^ (N + 1) ≤ 2 ^ (N + 1) * r ^ (2 * k + 1) * r := by
        calc (1 + r ^ 2) ^ (N + 1) ≤ (2 * r ^ 2) ^ (N + 1) :=
              pow_le_pow_left₀ (by positivity) (by nlinarith) _
          _ = 2 ^ (N + 1) * r ^ (2 * (N + 1)) := by rw [mul_pow, ← pow_mul]
          _ ≤ 2 ^ (N + 1) * r ^ (2 * k + 2) :=
              mul_le_mul_of_nonneg_left (pow_le_pow_right₀ hr1.le (by omega)) (by positivity)
          _ = 2 ^ (N + 1) * r ^ (2 * k + 1) * r := by ring
      rw [Real.norm_eq_abs, abs_of_pos (inv_pos.mpr hr0), ← mul_div_assoc, inv_eq_one_div,
        div_le_div_iff₀ hr0 (by positivity), one_mul]
      exact hb
    exact not_integrableOn_Ioi_inv h2
  · intro hk
    -- the integrand is bounded by the Lorentzian `1 / (1 + r²)`
    refine Integrable.mono' (integrable_inv_one_add_sq.integrableOn (s := Ioi (0 : ℝ)))
      (Measurable.aestronglyMeasurable (by fun_prop))
      (ae_restrict_of_forall_mem measurableSet_Ioi fun r hr => ?_)
    have hr0 : (0 : ℝ) < r := hr
    have hb : r ^ (2 * k + 1) ≤ (1 + r ^ 2) ^ N := by
      calc r ^ (2 * k + 1) = (r ^ 2) ^ k * r := by rw [pow_succ, pow_mul]
        _ ≤ (1 + r ^ 2) ^ k * (1 + r ^ 2) :=
            mul_le_mul (pow_le_pow_left₀ (by positivity) (by linarith) _)
              (by nlinarith [sq_nonneg (r - 1)]) hr0.le (by positivity)
        _ = (1 + r ^ 2) ^ (k + 1) := (pow_succ _ _).symm
        _ ≤ (1 + r ^ 2) ^ N := pow_le_pow_right₀ (by nlinarith [sq_nonneg r]) hk
    rw [Real.norm_eq_abs, abs_of_nonneg (by positivity), inv_eq_one_div,
      div_le_div_iff₀ (by positivity) (by positivity), one_mul, pow_succ (1 + r ^ 2) N]
    exact mul_le_mul_of_nonneg_right hb (by positivity)

/-- On the sphere with `N` flux quanta, the monomial zero mode `z^k` has finite norm exactly
when `k < N`. -/
theorem zeroMode_normalizable_iff (N k : ℕ) :
    Integrable (sphereDensity N k) ↔ k < N := by
  have hd : sphereDensity N k =
      fun z : ℂ => (fun r : ℝ => 2 * r ^ (2 * k) / (1 + r ^ 2) ^ (N + 1)) ‖z‖ :=
    funext (sphereDensity_eq N k)
  -- polar coordinates supply the extra factor `r`
  have e : (fun r : ℝ => r ^ (2 - 1) • (2 * r ^ (2 * k) / (1 + r ^ 2) ^ (N + 1))) =
      fun r : ℝ => 2 * (r ^ (2 * k + 1) / (1 + r ^ 2) ^ (N + 1)) := by
    funext r
    rw [smul_eq_mul, pow_succ r (2 * k), show 2 - 1 = 1 from rfl, pow_one]
    generalize (1 + r ^ 2) ^ (N + 1) = q
    ring
  have key : Integrable (fun z : ℂ => 2 * ‖z‖ ^ (2 * k) / (1 + ‖z‖ ^ 2) ^ (N + 1)) ↔
      IntegrableOn (fun r : ℝ => r ^ (Module.finrank ℝ ℂ - 1) •
        (2 * r ^ (2 * k) / (1 + r ^ 2) ^ (N + 1))) (Ioi 0) :=
    integrable_fun_norm_addHaar
      (f := fun r : ℝ => 2 * r ^ (2 * k) / (1 + r ^ 2) ^ (N + 1)) ..
  rw [Complex.finrank_real_complex, e] at key
  rw [hd, ← radial_integrable_iff N k]
  refine key.trans ?_
  exact integrable_const_mul_iff (isUnit_iff_ne_zero.2 two_ne_zero) _

/-- The set of exponents `k` whose monomial zero mode is normalizable on the sphere with `N` flux
quanta has `ncard` equal to `N`. -/
theorem card_normalizable_zeroModes (N : ℕ) :
    {k : ℕ | Integrable (sphereDensity N k)}.ncard = N := by
  have h : {k : ℕ | Integrable (sphereDensity N k)} = ((Finset.range N : Finset ℕ) : Set ℕ) := by
    ext k
    simp [zeroMode_normalizable_iff]
  rw [h, Set.ncard_eq_toFinset_card']
  simp

end

end MonopoleSphereZeroModes
```

```lean
#print axioms MonopoleSphereZeroModes.chiralDirac_zeroMode
#print axioms MonopoleSphereZeroModes.zeroMode_normalizable_iff
#print axioms MonopoleSphereZeroModes.card_normalizable_zeroModes
```

```
'MonopoleSphereZeroModes.chiralDirac_zeroMode' depends on axioms: [propext, Classical.choice, Quot.sound]
'MonopoleSphereZeroModes.zeroMode_normalizable_iff' depends on axioms: [propext, Classical.choice, Quot.sound]
'MonopoleSphereZeroModes.card_normalizable_zeroModes' depends on axioms: [propext, Classical.choice, Quot.sound]
```

## How the Lean proof follows the calculation

`hasDerivAt_weight` differentiates the envelope along the line z + s w at s = 0. The auxiliary identity `e` writes 1 + |z + s w|² as a quadratic polynomial in s, whose linear coefficient is the derivative of q found above. The rule for real powers, `rpow_const`, then gives the derivative of W.

`hasDerivAt_zeroMode` is the product rule for z^k and W. Both lemmas are stated with `HasDerivAt`, so they establish that the derivative exists as well as its value, and `chiralDirac_zeroMode` can substitute that value for `deriv`. After the substitution for the directions 1 and i, what remains is an algebraic identity that holds because i² = −1. The `linear_combination` step supplies the factor by which `Complex.I_sq` has to be multiplied.

`sphereDensity_eq` computes the density. Its intermediate result `hw` is the identity W² = (1 + |z|²)^(−N), where the real exponent −N/2 becomes an integer power after squaring.

`radial_integrable_iff` contains the two comparisons. In the direction from integrability to k < N, the proof assumes N ≤ k, restricts the integrand to r > 1 and multiplies it by 2^(N+1). The `calc` block is the chain of inequalities from the second case, and `Integrable.mono'` concludes that 1/r would be integrable on (1, ∞), which `not_integrableOn_Ioi_inv` refutes. In the other direction the same comparison lemma is used with 1/(1 + r²) as the dominating function, and the second `calc` block is the chain from the first case.

`zeroMode_normalizable_iff` carries the criterion to the plane. The Mathlib theorem `integrable_fun_norm_addHaar` says that a function of the norm alone is integrable on a real normed space of finite dimension d ≥ 1 exactly when its radial profile times r^(d−1) is integrable on (0, ∞). The complex plane has real dimension 2, which yields the single factor r of polar coordinates. The constant 2 does not affect integrability and is removed at the end.

`card_normalizable_zeroModes` identifies the set of admissible exponents with {0, …, N−1} and counts it. Since `ncard` also assigns 0 to infinite sets, the value at N = 0 would be ambiguous by itself; the preceding equivalence shows that the set is then empty.
